# The probability of single occupation of a defect level with 0, 1 or 2 electrons peaks at the Fermi level \(e+U/2\)

Take a spin-degenerate level at energy \(e\) whose two electrons do not interact. With \(y=\exp((m-e)/kT)\) at Fermi level \(m\), the empty, singly and doubly occupied states have weights \(1\), \(2y\) and \(y^2\). Dividing by \(y\) gives the single-occupation probability

\[
P_1=\frac{2y}{1+2y+y^2}=\frac{2}{2+y+1/y}\le\frac12 ,
\]

because \(y+1/y\ge 2\), with equality only at \(y=1\), that is, at \(m=e\). With a pair interaction \(U\) and a general degeneracy factor \(g\) for single occupation, the empty and doubly occupied states still being equally degenerate, the same argument applies and the peak moves to \(m=e+U/2\).

```lean
import Mathlib

open Real

namespace ChargeTransitionLevels

noncomputable section
```

## Weights and probabilities

The states with \(n=0,1,2\) electrons have energies \(0\), \(e\) and \(2e+U\). The empty and doubly occupied states are taken to be equally degenerate, and the factor \(g\) is the degeneracy of the singly occupied state relative to them, for instance 2 for spin. The grand-canonical weights are

\[
w_0=1,\qquad w_1=g\,e^{(m-e)/kT},\qquad w_2=e^{(2m-2e-U)/kT}.
\]

As the base of a power, \(e\) is Euler's number; everywhere else it is the level energy. In Lean the weights form a function on `Fin 3`, whose index is the electron number. The thermal energy `kT` is a single real number.

```lean
/-- Grand-canonical weights of a defect level holding 0, 1 or 2 electrons, with level energy `e`,
pair interaction `U`, degeneracy `g` of the singly occupied state and Fermi level `m`,
for `kT ≠ 0`. -/
def weight (kT g e U m : ℝ) : Fin 3 → ℝ :=
  ![1, g * exp ((m - e) / kT), exp ((2 * m - 2 * e - U) / kT)]
```

The probabilities are \(P_n=w_n/(w_0+w_1+w_2)\).

```lean
/-- Probability that the defect holds `n` electrons, for `kT ≠ 0` and a nonzero sum of weights. -/
def prob (kT g e U m : ℝ) (n : Fin 3) : ℝ :=
  weight kT g e U m n / ∑ k, weight kT g e U m k
```

The mean occupation is \(P_1+2P_2\).

```lean
/-- Mean number of electrons on the defect, on the same domain as `prob`. -/
def meanOccupation (kT g e U m : ℝ) : ℝ :=
  prob kT g e U m 1 + 2 * prob kT g e U m 2
```

In a supercell calculation, \(e\) and \(e+U\) are the transition levels between successive charge states, obtained from formation-energy differences after finite-size corrections. If the atoms are relaxed in each charge state, \(U\) includes the relaxation energies as well as the electron repulsion, and it can be negative. Within this model of isolated defects with three charge states and fixed \(e\), \(U\) and \(g\), the fraction of defects in the middle charge state peaks halfway between the two transition levels. The concentration of that charge state need not peak there if the total number of defects also varies with the Fermi level.

## Centring the Fermi level

Two dimensionless quantities carry all the dependence on the parameters. The first is \(a=g\,e^{U/(2kT)}\).

```lean
/-- The parameter `a = g exp(U / (2 kT))`, for `kT ≠ 0`. -/
def effDeg (kT g U : ℝ) : ℝ := g * exp (U / (2 * kT))
```

The second is \(x=(m-(e+U/2))/kT\).

```lean
/-- Distance of the Fermi level from `e + U/2` in units of `kT`, for `kT ≠ 0`. -/
def detuning (kT e U m : ℝ) : ℝ := (m - (e + U / 2)) / kT
```

Since \((m-e)/kT=U/(2kT)+x\), the single-occupation weight is \(w_1=a\,e^x\). The proof merges the exponentials and compares exponents.

```lean
/-- The weight of the singly occupied state is `a exp(x)`, with `x` the detuning. -/
theorem weight_one (kT g e U m : ℝ) :
    weight kT g e U m 1 = effDeg kT g U * exp (detuning kT e U m) := by
  change g * exp ((m - e) / kT) = g * exp (U / (2 * kT)) * exp ((m - (e + U / 2)) / kT)
  rw [mul_assoc, ← Real.exp_add]
  congr 2
  ring
```

Likewise \((2m-2e-U)/kT=2x\), so \(w_2=(e^x)^2\).

```lean
/-- The weight of the doubly occupied state is `exp(x)^2`, with `x` the detuning. -/
theorem weight_two (kT g e U m : ℝ) :
    weight kT g e U m 2 = exp (detuning kT e U m) ^ 2 := by
  change exp ((2 * m - 2 * e - U) / kT) = exp ((m - (e + U / 2)) / kT) ^ 2
  rw [sq, ← Real.exp_add]
  congr 1
  ring
```

Adding the three weights gives \(Z=1+a\,e^x+(e^x)^2\).

```lean
/-- The partition sum of the defect is `1 + a exp(x) + exp(x)^2`. -/
theorem partition_sum (kT g e U m : ℝ) :
    ∑ k, weight kT g e U m k =
      1 + effDeg kT g U * exp (detuning kT e U m) + exp (detuning kT e U m) ^ 2 := by
  have h0 : weight kT g e U m 0 = 1 := rfl
  rw [Fin.sum_univ_three, h0, weight_one, weight_two]
```

Taking out one factor \(e^x\), as in the opening example, gives

\[
Z=e^x\,(a+e^x+e^{-x})=e^x\,(a+2\cosh x),\qquad P_1=\frac{a}{a+2\cosh x}.
\]

In the code, `key` is this factorisation, and the common exponential then cancels.

```lean
/-- The single-occupation probability is `a / (a + 2 cosh x)`, with `x` the detuning. -/
theorem prob_single_eq (kT g e U m : ℝ) :
    prob kT g e U m 1 =
      effDeg kT g U / (effDeg kT g U + 2 * cosh (detuning kT e U m)) := by
  have h : exp (detuning kT e U m) * exp (-detuning kT e U m) = 1 := by
    rw [← Real.exp_add, add_neg_cancel, Real.exp_zero]
  -- one factor exp(x) comes out of the partition sum
  have key : 1 + effDeg kT g U * exp (detuning kT e U m) + exp (detuning kT e U m) ^ 2 =
      exp (detuning kT e U m) * (effDeg kT g U + 2 * cosh (detuning kT e U m)) := by
    rw [Real.cosh_eq]
    linear_combination -h
  unfold prob
  rw [partition_sum, weight_one, key, mul_comm (effDeg kT g U) (exp (detuning kT e U m)),
    mul_div_mul_left _ _ (Real.exp_ne_zero _)]
```

## The peak and its height

From here on, \(kT>0\) and \(g>0\), hence \(a>0\). Let \(x\) and \(x'\) belong to Fermi levels \(m\) and \(m'\). Cross-multiplying the positive denominators gives

\[
P_1(m')<P_1(m)\iff\cosh x<\cosh x'\iff|x|<|x'| .
\]

Multiplying by \(kT\) turns the last inequality into a comparison of distances from \(e+U/2\). Thus \(P_1\) falls strictly on both sides of that point.

```lean
/-- Single occupation is more probable at Fermi level `m` than at `m'` exactly when `m` lies
closer to `e + U/2`. -/
theorem prob_single_lt_iff {kT g : ℝ} (hkT : 0 < kT) (hg : 0 < g) (e U m m' : ℝ) :
    prob kT g e U m' 1 < prob kT g e U m 1 ↔
      |m - (e + U / 2)| < |m' - (e + U / 2)| := by
  have ha : 0 < effDeg kT g U := mul_pos hg (Real.exp_pos _)
  have hc := Real.cosh_pos (detuning kT e U m)
  have hc' := Real.cosh_pos (detuning kT e U m')
  -- the comparison of probabilities is a comparison of hyperbolic cosines
  have hcosh : prob kT g e U m' 1 < prob kT g e U m 1 ↔
      cosh (detuning kT e U m) < cosh (detuning kT e U m') := by
    rw [prob_single_eq, prob_single_eq, div_lt_div_iff₀ (by linarith) (by linarith)]
    constructor
    · intro h
      have h2 := lt_of_mul_lt_mul_left h ha.le
      linarith
    · intro h
      exact mul_lt_mul_of_pos_left (by linarith) ha
  rw [hcosh, Real.cosh_lt_cosh]
  unfold detuning
  rw [abs_div, abs_div, abs_of_pos hkT, div_lt_iff₀ hkT, div_mul_cancel₀ _ hkT.ne']
```

At \(m=e+U/2\) we have \(x=0\) and \(\cosh 0=1\), so \(P_1=a/(a+2)\). Any other \(m\) lies farther away and gives a strictly smaller value. The proof splits into these two cases, which yield both the bound and its equality condition.

```lean
/-- The single-occupation probability is at most `a / (a + 2)` with `a = g exp(U / (2 kT))`,
and equality holds exactly at the Fermi level `m = e + U/2`. -/
theorem prob_single_le {kT g : ℝ} (hkT : 0 < kT) (hg : 0 < g) (e U m : ℝ) :
    prob kT g e U m 1 ≤ effDeg kT g U / (effDeg kT g U + 2) ∧
      (prob kT g e U m 1 = effDeg kT g U / (effDeg kT g U + 2) ↔ m = e + U / 2) := by
  have hmid : prob kT g e U (e + U / 2) 1 = effDeg kT g U / (effDeg kT g U + 2) := by
    have h0 : detuning kT e U (e + U / 2) = 0 := by
      unfold detuning
      rw [sub_self, zero_div]
    rw [prob_single_eq, h0, Real.cosh_zero, mul_one]
  rcases eq_or_ne m (e + U / 2) with h | h
  · subst h
    exact ⟨hmid.le, fun _ => rfl, fun _ => hmid⟩
  · -- away from the midpoint the probability is strictly smaller
    have hlt := (prob_single_lt_iff hkT hg e U (e + U / 2) m).2 (by
      rw [sub_self, abs_zero]
      exact abs_pos.2 (sub_ne_zero.2 h))
    rw [hmid] at hlt
    exact ⟨hlt.le, fun q => absurd q hlt.ne, fun q => absurd q h⟩
```

As \(kT\to0\) at fixed \(g\), the maximum tends to 1 for \(U>0\) and to 0 for \(U<0\).

## One electron on average

Write \(s=e^x>0\). Clearing the denominator in \(P_1+2P_2=1\) gives

\[
as+2s^2=1+as+s^2\iff(s-1)(s+1)=0\iff s=1 .
\]

This means \(x=0\), so the mean occupation is one exactly where \(P_1\) peaks, whatever the value of \(g\).

```lean
/-- The defect holds one electron on average exactly at the Fermi level `m = e + U/2`. -/
theorem meanOccupation_eq_one_iff {kT g : ℝ} (hkT : 0 < kT) (hg : 0 < g) (e U m : ℝ) :
    meanOccupation kT g e U m = 1 ↔ m = e + U / 2 := by
  have ha : 0 < effDeg kT g U := mul_pos hg (Real.exp_pos _)
  have hs := Real.exp_pos (detuning kT e U m)
  have hZ : 0 < 1 + effDeg kT g U * exp (detuning kT e U m)
      + exp (detuning kT e U m) ^ 2 := by positivity
  unfold meanOccupation prob
  rw [partition_sum, weight_one, weight_two, ← mul_div_assoc, ← add_div,
    div_eq_one_iff_eq hZ.ne']
  constructor
  · intro h
    -- empty and doubly occupied states have equal weight
    have h1 : (exp (detuning kT e U m) - 1) * (exp (detuning kT e U m) + 1) = 0 := by
      linear_combination h
    have h2 : exp (detuning kT e U m) = 1 := by
      rcases mul_eq_zero.1 h1 with h3 | h3 <;> linarith
    have h4 : (m - (e + U / 2)) / kT = 0 := (Real.exp_eq_one_iff _).1 h2
    rcases div_eq_zero_iff.1 h4 with h5 | h5
    · linarith
    · exact absurd h5 hkT.ne'
  · intro h
    have h0 : detuning kT e U m = 0 := by
      unfold detuning
      rw [h, sub_self, zero_div]
    rw [h0, Real.exp_zero]
    ring
```

## When single occupation can dominate

Single occupation outweighs each of the other states when \(1<as\) and \(s^2<as\); the second condition is \(s<a\). If \(a\le1\), these would give \(1<as\le s<a\le1\), a contradiction. If \(a>1\), the midpoint \(s=1\) satisfies both. A suitable Fermi level therefore exists exactly when \(a>1\), and since

\[
U+2kT\log g=2kT\log a ,
\]

this is the condition \(U+2kT\log g>0\). The theorem compares weights, which at a given Fermi level is the same as comparing probabilities.

For \(g=2\), a level with slightly negative \(U\) can thus still have a Fermi-level window in which the singly occupied state is the most probable of the three. A positive \(U\), read off from computed transition levels, guarantees such a window for \(g=2\), whereas a negative \(U\) excludes it only if \(U\le-2kT\log 2\).

```lean
/-- Some Fermi level gives the singly occupied state a larger weight than both the empty and the
doubly occupied state if and only if `U + 2 kT log g` is positive. -/
theorem exists_single_dominant_iff {kT g : ℝ} (hkT : 0 < kT) (hg : 0 < g) (e U : ℝ) :
    (∃ m, weight kT g e U m 0 < weight kT g e U m 1 ∧
      weight kT g e U m 2 < weight kT g e U m 1) ↔ 0 < U + 2 * kT * log g := by
  -- the energy condition is the condition a > 1
  have hA : effDeg kT g U = exp (log g + U / (2 * kT)) := by
    rw [Real.exp_add, Real.exp_log hg, effDeg]
  have hc : 2 * kT * (U / (2 * kT)) = U := by field_simp
  have hy : U + 2 * kT * log g = 2 * kT * (log g + U / (2 * kT)) := by
    linear_combination -hc
  have h2 : 0 < 2 * kT := by linarith
  rw [hy, mul_pos_iff_of_pos_left h2, ← Real.one_lt_exp_iff, ← hA]
  constructor
  · rintro ⟨m, h01, h21⟩
    change 1 < weight kT g e U m 1 at h01
    rw [weight_one] at h01
    rw [weight_two, weight_one, sq] at h21
    have hs := Real.exp_pos (detuning kT e U m)
    have hsa := lt_of_mul_lt_mul_right h21 hs.le
    by_contra hle
    have hle' := not_lt.1 hle
    have h3 := mul_le_of_le_one_left hs.le hle'
    linarith
  · intro h
    have h0 : detuning kT e U (e + U / 2) = 0 := by
      unfold detuning
      rw [sub_self, zero_div]
    refine ⟨e + U / 2, ?_, ?_⟩
    · change 1 < weight kT g e U (e + U / 2) 1
      rw [weight_one, h0, Real.exp_zero, mul_one]
      exact h
    · rw [weight_two, weight_one, h0, Real.exp_zero, mul_one, one_pow]
      exact h

end

end ChargeTransitionLevels
```

```lean
#print axioms ChargeTransitionLevels.prob_single_le
-- 'ChargeTransitionLevels.prob_single_le' depends on axioms: [propext, Classical.choice, Quot.sound]
#print axioms ChargeTransitionLevels.meanOccupation_eq_one_iff
-- 'ChargeTransitionLevels.meanOccupation_eq_one_iff' depends on axioms: [propext, Classical.choice, Quot.sound]
#print axioms ChargeTransitionLevels.exists_single_dominant_iff
-- 'ChargeTransitionLevels.exists_single_dominant_iff' depends on axioms: [propext, Classical.choice, Quot.sound]
```
